# A nodeless state has the least energy among Dirac–Coulomb bound states with $E\ge -mc^2$ and given $\kappa<0$, for $0<Z\alpha<|\kappa|$

A relativistic atomic-structure program can be checked on a one-electron ion by comparing its lowest level above the negative-energy continuum with a closed formula. That comparison needs both a solution at the stated energy and the absence of a lower bound state. The problems below establish both for one electron in the field of a point nucleus, separately in each angular channel with $\kappa<0$.

## Radial equations and bound states

An electron moves in the potential $-a/r$, with $a=Z\alpha$ and $m=c=\hbar=1$. The energy $E$ includes the rest energy. The angular quantum number is $\kappa=-k$, so $k=1$ is $s_{1/2}$ and $k=2$ is $p_{3/2}$. The large and small radial components $P$ and $Q$ include the factor $r$, and the sign of $Q$ varies between textbooks.

```lean
import Mathlib

open Filter Topology Set MeasureTheory

namespace DiracCoulomb

noncomputable section
```

The radial equations on $r>0$ are

$$P'=\frac{k}{r}P+\Big(E+1+\frac ar\Big)Q,\qquad Q'=-\frac{k}{r}Q-\Big(E-1+\frac ar\Big)P .$$

`HasDerivAt` says that the derivative exists and has the given value. The reduction of the three-dimensional Dirac equation to this pair is taken as given. Lean allows any real $k$; physical channels have nonzero integers, and the results below concern positive $k$, that is, $\kappa<0$.

```lean
/-- The radial Dirac equations on `r > 0` for the potential `-a/r`, angular quantum number
`κ = -k` and energy `E`, in units of the rest energy, solved for `P'` and `Q'`. -/
def IsRadialSolution (a k E : ℝ) (P Q : ℝ → ℝ) : Prop :=
  ∀ r : ℝ, 0 < r →
    HasDerivAt P (k * P r / r + (E + 1 + a / r) * Q r) r ∧
    HasDerivAt Q (-(k * Q r / r) - (E - 1 + a / r) * P r) r
```

A bound state is a nonzero solution whose components tend to zero as $r\to0^+$ (`𝓝[>] 0`) and as $r\to\infty$ (`atTop`). Normalisation is not required.

```lean
/-- A bound state: a nonzero radial solution whose two components vanish at the nucleus
and at infinity. -/
structure IsBoundState (a k E : ℝ) (P Q : ℝ → ℝ) : Prop where
  solves : IsRadialSolution a k E P Q
  P_nucleus : Tendsto P (𝓝[>] 0) (𝓝 0)
  Q_nucleus : Tendsto Q (𝓝[>] 0) (𝓝 0)
  P_infinity : Tendsto P atTop (𝓝 0)
  Q_infinity : Tendsto Q atTop (𝓝 0)
  nonzero : ∃ r : ℝ, 0 < r ∧ (P r ≠ 0 ∨ Q r ≠ 0)
```

Write $\gamma$ for `gam a k` and $q$ for `ratio a k`.

```lean
/-- The relativistic exponent `γ = √(k² - a²)`, for `|a| ≤ |k|`. -/
def gam (a k : ℝ) : ℝ := √(k ^ 2 - a ^ 2)

/-- The number `(k - γ)/a`, for `a ≠ 0`. Up to sign it is the ratio of small to large component in
the trial pair `largeP`, `smallQ` defined below. -/
def ratio (a k : ℝ) : ℝ := (k - gam a k) / a
```

The trial pair is $P=r^\gamma e^{-ar/k}$, $Q=-qP$. Its large component is positive for all $r>0$, hence nodeless.

```lean
/-- The large component `r^γ exp(-a r/k)`, for `r > 0` and `k ≠ 0`. -/
def largeP (a k r : ℝ) : ℝ := r ^ gam a k * Real.exp (-(a / k) * r)

/-- The small component `-((k - γ)/a) P`, for `r > 0` and nonzero `a` and `k`. -/
def smallQ (a k r : ℝ) : ℝ := -ratio a k * largeP a k r
```

All parts except (f) assume $0<a<k$, which keeps $\gamma$ real and positive.

## (a) The exponent

Show that $\gamma$ lies strictly between $0$ and $k$, and find its square:

$$0<\gamma<k,\qquad \gamma^2=k^2-a^2 .$$

Since $0<a<k$, we have $0<k^2-a^2<k^2$. Taking positive square roots gives the inequalities, and squaring the root gives the identity.

```lean
/-- For `0 < a < k` the exponent satisfies `0 < γ < k` and `γ² = k² - a²`. -/
theorem gam_facts {a k : ℝ} (ha : 0 < a) (hk : a < k) :
    0 < gam a k ∧ gam a k < k ∧ gam a k ^ 2 = k ^ 2 - a ^ 2 := by
  have h : 0 < k ^ 2 - a ^ 2 := by nlinarith
  exact ⟨Real.sqrt_pos.2 h,
    (Real.sqrt_lt' (by linarith)).2 (by nlinarith [pow_pos ha 2]), Real.sq_sqrt h.le⟩
```

## (b) The component ratio

Show that $q$ satisfies two linear relations and is a proper fraction:

$$qa=k-\gamma,\qquad q(k+\gamma)=a,\qquad 0<q<1 .$$

The first relation is the definition. Multiplying it by $k+\gamma$ gives $qa(k+\gamma)=k^2-\gamma^2=a^2$; divide by $a$. Positivity follows from $\gamma<k$. If $q\ge1$, then $a=q(k+\gamma)\ge k+\gamma>a$, a contradiction.

```lean
/-- For `0 < a < k` the ratio `q` satisfies `q a = k - γ`, `q (k + γ) = a` and `0 < q < 1`. -/
theorem ratio_facts {a k : ℝ} (ha : 0 < a) (hk : a < k) :
    ratio a k * a = k - gam a k ∧ ratio a k * (k + gam a k) = a ∧
      0 < ratio a k ∧ ratio a k < 1 := by
  obtain ⟨g0, gk, g2⟩ := gam_facts ha hk
  have h1 : ratio a k * a = k - gam a k := div_mul_cancel₀ _ ha.ne'
  have h2 : ratio a k * (k + gam a k) = a := by
    apply mul_right_cancel₀ ha.ne'
    linear_combination (k + gam a k) * h1 - g2
  refine ⟨h1, h2, div_pos (by linarith) ha, ?_⟩
  by_contra hn
  nlinarith [mul_nonneg (sub_nonneg.2 (not_lt.1 hn)) (by linarith : 0 ≤ k + gam a k)]
```

## (c) A solution and its energy

Verify that the trial pair solves the radial equations with

$$E=\frac{\gamma}{k}.$$

Differentiation gives $P'=(\gamma/r-a/k)P$. Divided by $P$, the right side of the first equation is

$$\frac kr-q\Big(\frac\gamma k+1+\frac ar\Big)=\frac{k-qa}{r}-\frac{q(k+\gamma)}{k}=\frac\gamma r-\frac ak .$$

For the second, use $kq-a=-q\gamma$:

$$\frac{kq}{r}-\frac\gamma k+1-\frac ar=\frac{kq-a}{r}+\frac{k-\gamma}{k}=-q\Big(\frac\gamma r-\frac ak\Big)=\frac{Q'}{P}.$$

In Lean, `hP` and `hQ` are the derivatives, and each `linear_combination` inserts the relations `h1` and `h2` from (b).

```lean
/-- For `0 < a < k` the pair `P = r^γ exp(-a r/k)`, `Q = -((k - γ)/a) P` solves the radial
Dirac-Coulomb equations with energy `γ/k`. -/
theorem nodeless_solves {a k : ℝ} (ha : 0 < a) (hk : a < k) :
    IsRadialSolution a k (gam a k / k) (largeP a k) (smallQ a k) := by
  intro r hr
  obtain ⟨h1, h2, -, -⟩ := ratio_facts ha hk
  have hkk : k / k = 1 := div_self (by linarith)
  have hP : HasDerivAt (largeP a k) ((gam a k / r - a / k) * largeP a k r) r := by
    have d1 := Real.hasDerivAt_rpow_const (x := r) (p := gam a k) (Or.inl hr.ne')
    have d2 : HasDerivAt (fun x : ℝ => -(a / k) * x) (-(a / k)) r :=
      ((hasDerivAt_id' r).const_mul (-(a / k))).congr_deriv (by ring)
    refine (d1.fun_mul d2.exp).congr_deriv ?_
    simp only [largeP, Real.rpow_sub_one hr.ne']
    ring
  have hQ : HasDerivAt (smallQ a k)
      (-ratio a k * ((gam a k / r - a / k) * largeP a k r)) r := hP.const_mul _
  constructor
  · refine hP.congr_deriv ?_
    simp only [smallQ]
    linear_combination largeP a k r * (h2 / k - ratio a k * hkk + h1 / r)
  · refine hQ.congr_deriv ?_
    simp only [smallQ]
    linear_combination largeP a k r * (h1 / k + hkk - h2 / r)
```

## (d) The norm

Evaluate the norm integral:

$$N=\int_0^\infty(P^2+Q^2)\,dr=\frac{2k}{k+\gamma}\Big(\frac{k}{2a}\Big)^{2\gamma+1}\Gamma(2\gamma+1).$$

From (b), $q^2(k+\gamma)=qa=k-\gamma$, so $1+q^2=2k/(k+\gamma)$. The integrand is therefore this constant times $r^{2\gamma}e^{-2ar/k}$, and the substitution $t=2ar/k$ gives the Gamma function. The normalised components are $P/\sqrt N$ and $Q/\sqrt N$. In the code, `hc` is the constant and `hpt` rewrites the integrand.

```lean
/-- For `0 < a < k` the integral of `P² + Q²` over `r > 0`, with `P = largeP a k` and
`Q = smallQ a k`, has a closed form in the Gamma function. -/
theorem nodeless_norm {a k : ℝ} (ha : 0 < a) (hk : a < k) :
    ∫ r in Ioi (0 : ℝ), (largeP a k r ^ 2 + smallQ a k r ^ 2) =
      2 * k / (k + gam a k) *
        ((k / (2 * a)) ^ (2 * gam a k + 1) * Real.Gamma (2 * gam a k + 1)) := by
  obtain ⟨g0, -, -⟩ := gam_facts ha hk
  obtain ⟨h1, h2, -, -⟩ := ratio_facts ha hk
  have k0 : 0 < k := ha.trans hk
  have hc : 1 + ratio a k ^ 2 = 2 * k / (k + gam a k) := by
    rw [eq_div_iff (by positivity)]
    linear_combination ratio a k * h2 + h1
  have hpt : EqOn (fun r => largeP a k r ^ 2 + smallQ a k r ^ 2)
      (fun r => 2 * k / (k + gam a k) *
        (r ^ (2 * gam a k + 1 - 1) * Real.exp (-(2 * a / k * r)))) (Ioi 0) := by
    intro r hr
    have e1 : r ^ (2 * gam a k + 1 - 1) = r ^ gam a k * r ^ gam a k := by
      rw [← Real.rpow_add hr]
      congr 1
      ring
    have e2 : Real.exp (-(2 * a / k * r)) =
        Real.exp (-(a / k) * r) * Real.exp (-(a / k) * r) := by
      rw [← Real.exp_add]
      congr 1
      ring
    simp only [smallQ, largeP, e1, e2]
    linear_combination (r ^ gam a k * Real.exp (-(a / k) * r)) ^ 2 * hc
  rw [setIntegral_congr_fun measurableSet_Ioi hpt, integral_const_mul,
    Real.integral_rpow_mul_exp_neg_mul_Ioi (show 0 < 2 * gam a k + 1 by linarith)
      (show 0 < 2 * a / k by positivity), one_div_div]
```

## (e) Diagonal $1/r$ terms

For any radial solution put $u=P+qQ$, $v=qP+Q$ and $e=E/\gamma$. Derive

$$u'=\Big(\frac\gamma r-ae\Big)u+(1+ke)v,\qquad v'=-\Big(\frac\gamma r-ae\Big)v+(1-ke)u .$$

In $u'=P'+qQ'$ the $1/r$ terms have coefficient $(k-qa)P+(a-qk)Q=\gamma P+\gamma qQ=\gamma u$. The rest is $v+E(Q-qP)$, and $kv-au=\gamma(Q-qP)$, so it equals $v+e(kv-au)$.

In $v'=qP'+Q'$ the $1/r$ terms have coefficient $(qk-a)P+(qa-k)Q=-\gamma v$. The rest is $u+E(qQ-P)$, and $av-ku=\gamma(qQ-P)$, so it equals $u+e(av-ku)$.

```lean
/-- For `0 < a < k` the combinations `u = P + q Q` and `v = q P + Q` of any radial solution
obey equations in which the `1/r` terms are diagonal. -/
theorem rotated_equations {a k E : ℝ} {P Q : ℝ → ℝ} (ha : 0 < a) (hk : a < k)
    (h : IsRadialSolution a k E P Q) {r : ℝ} (hr : 0 < r) :
    HasDerivAt (fun x => P x + ratio a k * Q x)
      ((gam a k / r - a * (E / gam a k)) * (P r + ratio a k * Q r) +
        (1 + k * (E / gam a k)) * (ratio a k * P r + Q r)) r ∧
    HasDerivAt (fun x => ratio a k * P x + Q x)
      (-(gam a k / r - a * (E / gam a k)) * (ratio a k * P r + Q r) +
        (1 - k * (E / gam a k)) * (P r + ratio a k * Q r)) r := by
  obtain ⟨h1, h2, -, -⟩ := ratio_facts ha hk
  have hg : E / gam a k * gam a k = E := div_mul_cancel₀ _ (gam_facts ha hk).1.ne'
  obtain ⟨hP, hQ⟩ := h r hr
  constructor
  · refine (hP.fun_add (hQ.const_mul (ratio a k))).congr_deriv ?_
    linear_combination P r * (-h1 / r - E / gam a k * h2 + ratio a k * hg) +
      Q r * (-h2 / r + E / gam a k * h1 - hg)
  · refine ((hP.const_mul (ratio a k)).fun_add hQ).congr_deriv ?_
    linear_combination P r * (h2 / r - E / gam a k * h1 + hg) +
      Q r * (h1 / r + E / gam a k * h2 - ratio a k * hg)
```

## (f) A monotone function with zero limits

Let $f$ have derivative $f'\ge0$ on $r>0$ and tend to zero at both ends. Show that

$$f'(r)=0\quad\text{for every } r>0 .$$

The function is nondecreasing. For $y\ge x$, $f(x)\le f(y)$, and $y\to\infty$ gives $f(x)\le0$. For $y<x$, $f(y)\le f(x)$, and $y\to0^+$ gives $f(x)\ge0$. So $f$ vanishes on $r>0$, and so does its derivative. Lean obtains `hm` (monotonicity), then `hz` (vanishing), and concludes by uniqueness of the derivative.

```lean
/-- A function on `r > 0` with nonnegative derivative that tends to zero at both ends has
zero derivative everywhere. -/
theorem deriv_zero_of_ends {f f' : ℝ → ℝ} (hf : ∀ r, 0 < r → HasDerivAt f (f' r) r)
    (hn : ∀ r, 0 < r → 0 ≤ f' r) (h0 : Tendsto f (𝓝[>] 0) (𝓝 0))
    (hi : Tendsto f atTop (𝓝 0)) {r : ℝ} (hr : 0 < r) : f' r = 0 := by
  have hm : MonotoneOn f (Ioi 0) := by
    apply monotoneOn_of_deriv_nonneg (convex_Ioi 0)
    · exact fun x hx => (hf x hx).continuousAt.continuousWithinAt
    · rw [interior_Ioi]
      exact fun x hx => (hf x hx).differentiableAt.differentiableWithinAt
    · rw [interior_Ioi]
      intro x hx
      rw [(hf x hx).deriv]
      exact hn x hx
  have hz : ∀ x, 0 < x → f x = 0 := by
    intro x hx
    apply le_antisymm
    · apply ge_of_tendsto hi
      filter_upwards [eventually_ge_atTop x] with y hy
      exact hm hx (lt_of_lt_of_le hx hy) hy
    · apply le_of_tendsto h0
      filter_upwards [Ioo_mem_nhdsGT hx] with y hy
      exact hm hy.1 hx hy.2.le
  have ev : f =ᶠ[𝓝 r] fun _ => (0 : ℝ) := by
    filter_upwards [Ioi_mem_nhds hr] with x hx
    exact hz x hx
  exact (hf r hr).unique ((hasDerivAt_const r (0 : ℝ)).congr_of_eventuallyEq ev)
```

## (g) No lower bound state

Show that every bound state with $E\ge-1$, the upper edge of the negative continuum, satisfies

$$E\ge\frac\gamma k .$$

Suppose $E<\gamma/k$. Then $B=1-ke>0$. For a constant $s$, part (e) gives

$$\big[v(u-sv)\big]'=B(u-sv)^2+D\,v^2,\qquad D=1+ke+2s\Big(\frac\gamma r-ae\Big)-s^2B .$$

If $e\ge0$, take $s=0$; then $D=1+ke>0$. If $e<0$, take $s=-ae/B>0$. Then

$$D=(1+ke-sae)+\frac{2s\gamma}{r},\qquad (1+ke-sae)B=1-\gamma^2e^2=1-E^2\ge0,$$

using $-1\le E<0$. Again $D>0$.

The function $v(u-sv)$ tends to zero at both ends, so by (f) its derivative vanishes. Both squares are then zero, hence $u=v=0$. Because $1-q^2\ne0$, also $P=Q=0$, which contradicts the definition of a bound state.

In the proof, `hs` is $D>0$, `hid` is the identity with $1-E^2$, and `key` is the application of (f).

```lean
/-- For `0 < a < k`, every bound state with energy `E ≥ -1` has `E ≥ γ/k`. -/
theorem energy_lower_bound {a k E : ℝ} {P Q : ℝ → ℝ} (ha : 0 < a) (hk : a < k)
    (hE : -1 ≤ E) (h : IsBoundState a k E P Q) : gam a k / k ≤ E := by
  by_contra hlt
  obtain ⟨g0, -, g2⟩ := gam_facts ha hk
  obtain ⟨-, -, q0, q1⟩ := ratio_facts ha hk
  have k0 : 0 < k := ha.trans hk
  have hEk : E * k < gam a k := (lt_div_iff₀ k0).1 (not_le.1 hlt)
  have rot := fun r (hr : 0 < r) => rotated_equations ha hk h.solves hr
  have heg : E / gam a k * gam a k = E := div_mul_cancel₀ _ g0.ne'
  generalize E / gam a k = e at rot heg
  generalize ratio a k = q at rot q0 q1
  have hB : 0 < 1 - k * e := by
    by_contra hn
    have hke : k * e * gam a k = E * k := by linear_combination k * heg
    nlinarith [mul_nonneg (by linarith : 0 ≤ k * e - 1) g0.le]
  -- choose the constant that makes the quadratic form positive definite
  obtain ⟨s, hs⟩ : ∃ s : ℝ, ∀ r, 0 < r →
      0 < 1 + k * e + 2 * s * (gam a k / r - a * e) - s ^ 2 * (1 - k * e) := by
    rcases le_or_gt 0 e with h0 | h0
    · refine ⟨0, fun r _ => ?_⟩
      have := mul_nonneg k0.le h0
      nlinarith
    · obtain ⟨s, hsB, s0⟩ : ∃ s : ℝ, s * (1 - k * e) = -(a * e) ∧ 0 < s :=
        ⟨-(a * e) / (1 - k * e), div_mul_cancel₀ _ hB.ne',
          div_pos (neg_pos.2 (mul_neg_of_pos_of_neg ha h0)) hB⟩
      have hE0 : E < 0 := by
        rw [← heg]
        exact mul_neg_of_neg_of_pos h0 g0
      have hid : (1 + k * e - s * (a * e)) * (1 - k * e) = 1 - E ^ 2 := by
        linear_combination -(a * e) * hsB + e ^ 2 * g2 - (e * gam a k + E) * heg
      have hX : 0 ≤ 1 + k * e - s * (a * e) := by
        refine le_of_mul_le_mul_right ?_ hB
        rw [hid, zero_mul]
        nlinarith
      refine ⟨s, fun r hr => ?_⟩
      have h3 : 0 < 2 * s * (gam a k / r) := mul_pos (mul_pos two_pos s0) (div_pos g0 hr)
      have h4 : 1 + k * e + 2 * s * (gam a k / r - a * e) - s ^ 2 * (1 - k * e) =
          (1 + k * e - s * (a * e)) + 2 * s * (gam a k / r) := by
        linear_combination -s * hsB
      rw [h4]
      linarith
  have lim : ∀ l : Filter ℝ, Tendsto P l (𝓝 0) → Tendsto Q l (𝓝 0) →
      Tendsto (fun r => (q * P r + Q r) * ((P r + q * Q r) - s * (q * P r + Q r)))
        l (𝓝 0) := by
    intro l hp hq
    have hv := (hp.const_mul q).add hq
    have hu := hp.add (hq.const_mul q)
    simpa only [mul_zero, add_zero, sub_zero] using hv.mul (hu.sub (hv.const_mul s))
  obtain ⟨r, hr, hne⟩ := h.nonzero
  -- the monotone function v (u - s v) vanishes at both ends
  have key := deriv_zero_of_ends
    (f' := fun r => (1 - k * e) * ((P r + q * Q r) - s * (q * P r + Q r)) ^ 2 +
      (1 + k * e + 2 * s * (gam a k / r - a * e) - s ^ 2 * (1 - k * e)) *
        (q * P r + Q r) ^ 2)
    (fun x hx => ((rot x hx).2.fun_mul
      ((rot x hx).1.fun_sub ((rot x hx).2.const_mul s))).congr_deriv (by ring))
    (fun x hx => add_nonneg (mul_nonneg hB.le (sq_nonneg _))
      (mul_nonneg (hs x hx).le (sq_nonneg _)))
    (lim _ h.P_nucleus h.Q_nucleus) (lim _ h.P_infinity h.Q_infinity) hr
  obtain ⟨k1, k2⟩ := (add_eq_zero_iff_of_nonneg (mul_nonneg hB.le (sq_nonneg _))
    (mul_nonneg (hs r hr).le (sq_nonneg _))).1 key
  have z1 := (pow_eq_zero_iff two_ne_zero).1 ((mul_eq_zero.1 k1).resolve_left hB.ne')
  have z2 := (pow_eq_zero_iff two_ne_zero).1 ((mul_eq_zero.1 k2).resolve_left (hs r hr).ne')
  have hq : 1 - q ^ 2 ≠ 0 := by nlinarith
  rcases hne with hp | hp
  · exact hp ((mul_eq_zero.1 (show (1 - q ^ 2) * P r = 0 by
      linear_combination z1 + (s - q) * z2)).resolve_left hq)
  · exact hp ((mul_eq_zero.1 (show (1 - q ^ 2) * Q r = 0 by
      linear_combination z2 - q * (z1 + s * z2))).resolve_left hq)
```

## (h) The least energy

Combine the results into

$$\min\{E\ge-1:\ E\text{ is a bound-state energy for }\kappa=-k\}=\frac{\sqrt{k^2-a^2}}{k}.$$

`IsLeast` requires membership and a lower bound. For membership, the pair from (c) vanishes at the nucleus because $\gamma>0$ and at infinity because of the exponential; it is nonzero at $r=1$, and $\gamma/k>0>-1$. The lower bound is (g). For $k=1$ this is the hydrogenic ground-state energy $\sqrt{1-a^2}$.

```lean
/-- For `0 < a < k`, the least bound-state energy `E ≥ -1` in the channel `κ = -k`
is `γ/k = √(k² - a²)/k`. -/
theorem ground_state_energy {a k : ℝ} (ha : 0 < a) (hk : a < k) :
    IsLeast {E : ℝ | -1 ≤ E ∧ ∃ P Q, IsBoundState a k E P Q} (gam a k / k) := by
  obtain ⟨g0, -, -⟩ := gam_facts ha hk
  have k0 : 0 < k := ha.trans hk
  have hc : Continuous (largeP a k) := by
    have c1 : Continuous (fun x : ℝ => x ^ gam a k) :=
      Real.continuous_rpow_const (by linarith)
    have c2 : Continuous (fun x : ℝ => Real.exp (-(a / k) * x)) := by fun_prop
    exact c1.mul c2
  have hz : largeP a k 0 = 0 := by simp [largeP, Real.zero_rpow g0.ne']
  have h0 : Tendsto (largeP a k) (𝓝[>] 0) (𝓝 0) := by
    have h := (hc.tendsto 0).mono_left (nhdsWithin_le_nhds (s := Ioi 0))
    rwa [hz] at h
  have hi : Tendsto (largeP a k) atTop (𝓝 0) :=
    tendsto_rpow_mul_exp_neg_mul_atTop_nhds_zero _ _ (div_pos ha k0)
  have hQ : ∀ l : Filter ℝ, Tendsto (largeP a k) l (𝓝 0) →
      Tendsto (smallQ a k) l (𝓝 0) := by
    intro l hl
    have h := hl.const_mul (-ratio a k)
    rw [mul_zero] at h
    exact h
  refine ⟨⟨by linarith [div_pos g0 k0], largeP a k, smallQ a k,
    nodeless_solves ha hk, h0, hQ _ h0, hi, hQ _ hi, 1, one_pos, Or.inl ?_⟩, ?_⟩
  · exact (mul_pos (Real.rpow_pos_of_pos one_pos _) (Real.exp_pos _)).ne'
  · rintro E ⟨hE, P, Q, h⟩
    exact energy_lower_bound ha hk hE h

end

end DiracCoulomb
```

```lean
#print axioms DiracCoulomb.nodeless_norm
-- 'DiracCoulomb.nodeless_norm' depends on axioms: [propext, Classical.choice, Quot.sound]
#print axioms DiracCoulomb.ground_state_energy
-- 'DiracCoulomb.ground_state_energy' depends on axioms: [propext, Classical.choice, Quot.sound]
```

## The case $k=1$, $a=3/5$

The value of $a$ is chosen for round numbers and does not correspond to an integer $Z$. Here $\gamma=4/5$, $q=1/3$ and $E=0.8$, so the binding energy is $0.2$ of the rest energy; the nonrelativistic $a^2/2$ gives $0.18$. At $r=1$ the first equation reads $P'/P=0.8-0.6=0.2$ on the left and $1-\tfrac13(0.8+1+0.6)=0.2$ on the right. In the normalised state the small component carries the weight $q^2/(1+q^2)=0.1$.

## Square-integrability instead of limits

A bound state could also be defined by a finite norm integral. Near the nucleus, solutions behave like $r^{\gamma}$ or $r^{-\gamma}$, and for $\gamma<1/2$ both are square-integrable there. That definition would then need an additional boundary condition, whereas vanishing at the nucleus already selects $r^\gamma$. This comparison relies on the usual small-$r$ analysis, which none of the parts above carries out.
